# For a convex potential, the DVR levels sum to at most the variational levels in the same orthonormal basis

A discrete variable representation (DVR) evaluates the potential at nodes instead of computing its matrix elements. Its levels are then no longer guaranteed to lie above the exact ones, and for a general potential the replacement can shift the sum of the levels either way. For finite Hermitian matrices, a convex potential and nodes obtained by diagonalising the projected position matrix, the sum never exceeds that of the variational levels in the same basis.

Let $X$ be the position matrix in a finite reference space indexed by `n`. The columns of $Q$, indexed by `m`, are the basis functions, with $Q^\dagger Q=1$. The DVR considered here diagonalises $Q^\dagger XQ$ and takes its eigenvalues $\xi_j$ as nodes.

```lean
import Mathlib

open Matrix

namespace DVRConvexPotential

noncomputable section

variable {n m : Type*} [Fintype n] [DecidableEq n] [Fintype m] [DecidableEq m]
```

## Potentials as matrix functions

Real numbers $d_i$, such as positions or potential values, are placed on a diagonal.

```lean
/-- The diagonal matrix with given real entries. -/
def realDiag (d : n → ℝ) : Matrix n n ℂ := diagonal fun i => (d i : ℂ)
```

If $A=U\,\mathrm{diag}(a_i)\,U^\dagger$ with $U$ unitary, then $V(A)=U\,\mathrm{diag}(V(a_i))\,U^\dagger$. In `matFun V hA`, the argument `hA` is the proof that $A$ is Hermitian, which supplies the eigenbasis.

```lean
/-- The matrix function `V(A)`: apply `V` to the eigenvalues of `A` in its eigenbasis. -/
def matFun (V : ℝ → ℝ) {A : Matrix n n ℂ} (hA : A.IsHermitian) : Matrix n n ℂ :=
  (hA.eigenvectorUnitary : Matrix n n ℂ) * realDiag (fun i => V (hA.eigenvalues i))
    * (hA.eigenvectorUnitary : Matrix n n ℂ)ᴴ
```

The same $U$ gives $U^\dagger AU=\mathrm{diag}(a_i)$ and diagonalises every $V(A)$. The proof multiplies Mathlib's spectral theorem by $U^\dagger$ and $U$.

```lean
/-- One unitary matrix diagonalises a Hermitian matrix and all its real functions. -/
theorem spectral {A : Matrix n n ℂ} (hA : A.IsHermitian) :
    ∃ U : Matrix n n ℂ, Uᴴ * U = 1 ∧ U * Uᴴ = 1 ∧ Uᴴ * A * U = realDiag hA.eigenvalues ∧
      ∀ V, matFun V hA = U * realDiag (fun i => V (hA.eigenvalues i)) * Uᴴ := by
  have h1 : (hA.eigenvectorUnitary : Matrix n n ℂ)ᴴ * (hA.eigenvectorUnitary : Matrix n n ℂ)
      = 1 := Matrix.mem_unitaryGroup_iff'.mp hA.eigenvectorUnitary.2
  have hc : ∀ f : n → ℝ, diagonal (RCLike.ofReal ∘ f : n → ℂ) = realDiag f := fun _ => rfl
  have e : ∀ U D B : Matrix n n ℂ, Uᴴ * U = 1 → B = U * D * Uᴴ → Uᴴ * B * U = D := by
    rintro U D _ hU rfl
    calc Uᴴ * (U * D * Uᴴ) * U = (Uᴴ * U) * D * (Uᴴ * U) := by simp only [Matrix.mul_assoc]
      _ = D := by rw [hU, Matrix.one_mul, Matrix.mul_one]
  have h := hA.spectral_theorem
  rw [Unitary.conjStarAlgAut_apply, hc] at h
  exact ⟨_, h1, mul_eq_one_comm.mp h1, e _ _ _ h1 h, fun _ => rfl⟩
```

Projection preserves hermiticity: $(Q^\dagger XQ)^\dagger=Q^\dagger X^\dagger Q=Q^\dagger XQ$.

```lean
omit [DecidableEq n] [Fintype m] [DecidableEq m] in
/-- The projection `QᴴXQ` of a Hermitian matrix on a basis is Hermitian. -/
theorem proj_herm {X : Matrix n n ℂ} (hX : X.IsHermitian) (Q : Matrix n m ℂ) :
    (Qᴴ * X * Q).IsHermitian :=
  isHermitian_conjTranspose_mul_mul Q hX
```

So does a real function, because a real diagonal matrix is its own adjoint.

```lean
/-- A real function of a Hermitian matrix is Hermitian. -/
theorem matFun_herm (V : ℝ → ℝ) {A : Matrix n n ℂ} (hA : A.IsHermitian) :
    (matFun V hA).IsHermitian := by
  obtain ⟨U, -, -, -, hU⟩ := spectral hA
  have hd : ∀ f : n → ℝ, (realDiag f)ᴴ = realDiag f := by
    intro f
    rw [realDiag, diagonal_conjTranspose]
    exact congrArg diagonal (funext fun i => Complex.conj_ofReal (f i))
  rw [Matrix.IsHermitian, hU, conjTranspose_mul, conjTranspose_mul, conjTranspose_conjTranspose,
    hd, Matrix.mul_assoc]
```

Cyclicity of the trace removes $U$, so $\operatorname{tr}V(A)=\sum_i V(a_i)$ and $\operatorname{tr}A=\sum_i a_i$. Lean states these with `.trace.re`; the traces are real, so nothing is lost.

```lean
/-- For Hermitian `A`, the real part of the trace of `V(A)` is the sum of `V` over the eigenvalues
of `A`, and the real part of the trace of `A` is the sum of its eigenvalues. -/
theorem trace_matFun {A : Matrix n n ℂ} (hA : A.IsHermitian) :
    (∀ V, (matFun V hA).trace.re = ∑ i, V (hA.eigenvalues i)) ∧
      A.trace.re = ∑ i, hA.eigenvalues i := by
  obtain ⟨U, u1, u2, h, hU⟩ := spectral hA
  constructor
  · intro V
    rw [hU, Matrix.trace_mul_comm, ← Matrix.mul_assoc, u1, Matrix.one_mul]
    simp only [realDiag, trace_diagonal, Complex.re_sum, Complex.ofReal_re]
  · have t := Matrix.trace_mul_comm Uᴴ (A * U)
    rw [← Matrix.mul_assoc, h, Matrix.mul_assoc, u2, Matrix.mul_one] at t
    rw [← t]
    simp only [realDiag, trace_diagonal, Complex.re_sum, Complex.ofReal_re]
```

## Each node is a mean position

For a matrix $M$ and real numbers $c_i$,
$$(M^\dagger\mathrm{diag}(c)M)_{jj}=\sum_i\overline{M_{ij}}\,c_i\,M_{ij}=\sum_i|M_{ij}|^2c_i .$$

```lean
omit [Fintype m] [DecidableEq m] in
/-- The real part of a diagonal element of `MᴴDM`, with `D` real diagonal, is the sum of the entries
of `D` with weights `|M_ij|²`. -/
theorem diag_entry (M : Matrix n m ℂ) (c : n → ℝ) (j : m) :
    ((Mᴴ * realDiag c * M) j j).re = ∑ i, Complex.normSq (M i j) * c i := by
  rw [Matrix.mul_apply, Complex.re_sum]
  refine Finset.sum_congr rfl fun i _ => ?_
  rw [realDiag, mul_diagonal, conjTranspose_apply]
  simp only [Complex.star_def, Complex.mul_re, Complex.mul_im, Complex.conj_re,
    Complex.conj_im, Complex.ofReal_re, Complex.ofReal_im, Complex.normSq_apply]
  ring
```

Write $X=U\,\mathrm{diag}(x_i)\,U^\dagger$ and $Q^\dagger XQ=W\,\mathrm{diag}(\xi_j)\,W^\dagger$. The overlaps between position eigenvectors and DVR functions are $M=U^\dagger QW$. Then
$$M^\dagger M=W^\dagger Q^\dagger QW=1,\qquad M^\dagger\mathrm{diag}(x)M=W^\dagger Q^\dagger XQW=\mathrm{diag}(\xi).$$
The diagonal entries say that $\sum_i|M_{ij}|^2=1$ and $\sum_i|M_{ij}|^2x_i=\xi_j$. Taking the trace over the DVR functions gives
$$\operatorname{tr}Q^\dagger V(X)Q=\sum_j\sum_i|M_{ij}|^2V(x_i).$$

Moreover, $\mathrm{diag}(x)M=U^\dagger XQW$ and $M\,\mathrm{diag}(\xi)=U^\dagger Q(Q^\dagger XQ)W$. Hence $XQ=Q(Q^\dagger XQ)$ holds exactly when $(x_i-\xi_j)M_{ij}=0$ for all $i,j$, so that each DVR function overlaps only with eigenvectors at its own node. In the proof, `hMM` and `hME` are the two displayed identities for $M$, while `h1` and `h2` in the last part are the two products just compared.

```lean
/-- For Hermitian `X` and an orthonormal basis there are overlaps `M` whose squared moduli are, for
each DVR function, a distribution over the eigenvalues of `X` with the node as mean. They give the
real part of the trace of every projected potential, and they link only equal positions exactly when
`XQ = Q(QᴴXQ)`. -/
theorem exists_overlap {X : Matrix n n ℂ} (hX : X.IsHermitian) {Q : Matrix n m ℂ}
    (hQ : Qᴴ * Q = 1) : ∃ M : Matrix n m ℂ,
      (∀ j, ∑ i, Complex.normSq (M i j) = 1) ∧
      (∀ j, ∑ i, Complex.normSq (M i j) * hX.eigenvalues i = (proj_herm hX Q).eigenvalues j) ∧
      (∀ V, (Qᴴ * matFun V hX * Q).trace.re
        = ∑ j, ∑ i, Complex.normSq (M i j) * V (hX.eigenvalues i)) ∧
      ((∀ j i, M i j ≠ 0 → hX.eigenvalues i = (proj_herm hX Q).eigenvalues j)
        ↔ X * Q = Q * (Qᴴ * X * Q)) := by
  obtain ⟨U, -, u2, hD, hU⟩ := spectral hX
  obtain ⟨W, w1, w2, hE, -⟩ := spectral (proj_herm hX Q)
  have cu : ∀ Z : Matrix n m ℂ, U * (Uᴴ * Z) = Z := fun Z => by
    rw [← Matrix.mul_assoc, u2, Matrix.one_mul]
  have cw : ∀ Z : Matrix m m ℂ, W * (Wᴴ * Z) = Z := fun Z => by
    rw [← Matrix.mul_assoc, w2, Matrix.one_mul]
  have cq : ∀ Z : Matrix m m ℂ, Qᴴ * (Q * Z) = Z := fun Z => by
    rw [← Matrix.mul_assoc, hQ, Matrix.one_mul]
  obtain ⟨M, hM⟩ : ∃ M, M = Uᴴ * Q * W := ⟨_, rfl⟩
  have hMM : Mᴴ * M = 1 := by
    simp only [hM, conjTranspose_mul, conjTranspose_conjTranspose, Matrix.mul_assoc, cu, cq, w1]
  have hME : Mᴴ * realDiag hX.eigenvalues * M = realDiag (proj_herm hX Q).eigenvalues := by
    rw [← hD, ← hE]
    simp only [hM, conjTranspose_mul, conjTranspose_conjTranspose, Matrix.mul_assoc, cu]
  refine ⟨M, fun j => ?_, fun j => ?_, fun V => ?_, ?_⟩
  · have h := diag_entry M (fun _ => 1) j
    have h1 : realDiag (fun _ : n => (1 : ℝ)) = 1 := by simp [realDiag]
    rw [h1, Matrix.mul_one, hMM, one_apply_eq, Complex.one_re] at h
    simpa only [mul_one] using h.symm
  · rw [← diag_entry, hME, realDiag, diagonal_apply_eq, Complex.ofReal_re]
  · -- the trace may be taken over the DVR functions
    have t : (Qᴴ * matFun V hX * Q).trace
        = (Mᴴ * realDiag (fun i => V (hX.eigenvalues i)) * M).trace := by
      have h := Matrix.trace_mul_comm (Qᴴ * matFun V hX * Q * W) Wᴴ
      rw [Matrix.mul_assoc _ W, w2, Matrix.mul_one] at h
      rw [h, hU]
      simp only [hM, conjTranspose_mul, conjTranspose_conjTranspose, Matrix.mul_assoc]
    rw [t, Matrix.trace, Complex.re_sum]
    exact Finset.sum_congr rfl fun j _ => diag_entry M _ j
  · have h1 : realDiag hX.eigenvalues * M = Uᴴ * (X * Q) * W := by
      rw [← hD]
      simp only [hM, Matrix.mul_assoc, cu]
    have h2 : M * realDiag (proj_herm hX Q).eigenvalues = Uᴴ * (Q * (Qᴴ * X * Q)) * W := by
      rw [← hE]
      simp only [hM, Matrix.mul_assoc, cw]
    constructor
    · intro h
      have e : Uᴴ * (X * Q) * W = Uᴴ * (Q * (Qᴴ * X * Q)) * W := by
        rw [← h1, ← h2]
        ext i j
        simp only [realDiag, diagonal_mul, mul_diagonal]
        by_cases h0 : M i j = 0
        · rw [h0, mul_zero, zero_mul]
        · rw [h j i h0, mul_comm]
      have e' := congrArg (fun Z => U * Z * Wᴴ) e
      simpa only [Matrix.mul_assoc, cu, w2, Matrix.mul_one] using e'
    · intro h j i h0
      have e := congrFun (congrFun
        (h1.trans ((congrArg (fun Z => Uᴴ * Z * W) h).trans h2.symm)) i) j
      simp only [realDiag, diagonal_mul, mul_diagonal] at e
      rw [mul_comm] at e
      exact Complex.ofReal_injective (mul_left_cancel₀ h0 e)
```

## Jensen's inequality at the nodes

Since $\xi_j$ is a mean, convexity gives
$$V(\xi_j)\le\sum_i|M_{ij}|^2V(x_i).$$
Summing over $j$ yields $\operatorname{tr}V(Q^\dagger XQ)\le\operatorname{tr}Q^\dagger V(X)Q$. If the sums agree, every term agrees. For strictly convex $V$, this forces $x_i=\xi_j$ wherever $M_{ij}\ne0$, which is the condition $XQ=Q(Q^\dagger XQ)$ above; the converse follows in the same way. Lean uses `map_sum_le` for the inequality and `map_sum_eq_iff'` for equality.

```lean
/-- For a convex potential, Hermitian `X` and an orthonormal basis, `tr V(QᴴXQ) ≤ tr QᴴV(X)Q`. For a
strictly convex potential, equality holds exactly when `X` maps the span of the basis into itself.
-/
theorem trace_dvr_le {V : ℝ → ℝ} (hV : ConvexOn ℝ Set.univ V) {X : Matrix n n ℂ}
    (hX : X.IsHermitian) {Q : Matrix n m ℂ} (hQ : Qᴴ * Q = 1) :
    (matFun V (proj_herm hX Q)).trace.re ≤ (Qᴴ * matFun V hX * Q).trace.re ∧
      (StrictConvexOn ℝ Set.univ V →
        ((matFun V (proj_herm hX Q)).trace.re = (Qᴴ * matFun V hX * Q).trace.re
          ↔ X * Q = Q * (Qᴴ * X * Q))) := by
  obtain ⟨M, h1, hm, ht, hc⟩ := exists_overlap hX hQ
  -- Jensen's inequality at each node
  have jen : ∀ j ∈ Finset.univ, V ((proj_herm hX Q).eigenvalues j)
      ≤ ∑ i, Complex.normSq (M i j) * V (hX.eigenvalues i) := by
    intro j _
    rw [← hm j]
    simpa only [smul_eq_mul] using hV.map_sum_le (t := Finset.univ)
      (w := fun i => Complex.normSq (M i j)) (p := hX.eigenvalues)
      (fun i _ => Complex.normSq_nonneg _) (h1 j) (fun _ _ => Set.mem_univ _)
  rw [(trace_matFun (proj_herm hX Q)).1, ht]
  refine ⟨Finset.sum_le_sum jen, fun hS => ?_⟩
  rw [Finset.sum_eq_sum_iff_of_le jen, ← hc]
  refine forall_congr' fun j => ?_
  have h := hS.map_sum_eq_iff' (t := Finset.univ)
    (w := fun i => Complex.normSq (M i j)) (p := hX.eigenvalues)
    (fun i _ => Complex.normSq_nonneg _) (h1 j) (fun _ _ => Set.mem_univ _)
  simp only [smul_eq_mul, hm j, Finset.mem_univ, true_implies, ne_eq,
    Complex.normSq_eq_zero] at h
  simpa only [Finset.mem_univ, true_implies, ne_eq] using h
```

Some condition on $V$ is needed; continuity alone is not enough. Take $V(x)=-x^2$, let $X$ exchange two reference basis vectors, and let $Q$ select the first. Then $Q^\dagger XQ=0$ and $X^2=1$, so the inequality would read $0\le-1$.

## From traces to levels

For a Hermitian kinetic matrix $T$, both Hamiltonians contain $Q^\dagger TQ$. Adding its trace to both sides gives
$$\operatorname{tr}\bigl[Q^\dagger TQ+V(Q^\dagger XQ)\bigr]\le\operatorname{tr}\bigl[Q^\dagger(T+V(X))Q\bigr],$$
and each trace is the sum of the levels, counted with multiplicity.

```lean
/-- For a convex potential, Hermitian `T` and `X`, and an orthonormal basis, the sum of the DVR
levels, the eigenvalues of `QᴴTQ + V(QᴴXQ)`, is at most that of the variational levels, those of
`Qᴴ(T + V(X))Q`. -/
theorem sum_dvr_levels_le {V : ℝ → ℝ} (hV : ConvexOn ℝ Set.univ V) {T X : Matrix n n ℂ}
    (hT : T.IsHermitian) (hX : X.IsHermitian) {Q : Matrix n m ℂ} (hQ : Qᴴ * Q = 1) :
    ∑ j, ((proj_herm hT Q).add (matFun_herm V (proj_herm hX Q))).eigenvalues j
      ≤ ∑ j, (proj_herm (hT.add (matFun_herm V hX)) Q).eigenvalues j := by
  rw [← (trace_matFun _).2, ← (trace_matFun _).2, Matrix.mul_add, Matrix.add_mul, trace_add,
    trace_add, Complex.add_re, Complex.add_re]
  exact add_le_add le_rfl (trace_dvr_le hV hX hQ).1
```

In this finite matrix model, the theorem bounds the sum of the DVR levels by the sum of the variational levels; it does not say on which side of the exact levels the DVR sum lies. With more than one basis function, it does not order individual levels. The reference potential is $V(X)$ for the finite matrix $X$, not multiplication by $V$ on a continuous coordinate.

## Two sites and one basis function

Here a site is a reference basis vector, not a point in space. The positions are the eigenvalues $\pm1$ of the exchange matrix.

```lean
/-- A position matrix that exchanges two sites. -/
def swapX : Matrix (Fin 2) (Fin 2) ℂ := !![0, 1; 1, 0]
```

The basis keeps only the first site.

```lean
/-- The basis that consists of the first site only. -/
def siteQ : Matrix (Fin 2) (Fin 1) ℂ := !![1; 0]
```

The single node is $0$, with weight $\tfrac12$ on each position, so strict convexity gives $V(0)<\tfrac12\bigl(V(1)+V(-1)\bigr)$. Lean reaches the strict inequality through the equality condition: $X$ sends the first site to the second, outside the span of $Q$. Equality of the traces would therefore require $1=0$ in the second row of $XQ=Q(Q^\dagger XQ)$.

```lean
/-- For `swapX`, `siteQ` and any strictly convex potential the trace inequality is strict. -/
theorem trace_dvr_lt_witness {V : ℝ → ℝ} (hV : StrictConvexOn ℝ Set.univ V) :
    ∃ hX : swapX.IsHermitian, siteQᴴ * siteQ = 1 ∧
      (matFun V (proj_herm hX siteQ)).trace.re < (siteQᴴ * matFun V hX * siteQ).trace.re := by
  have hX : swapX.IsHermitian := by
    ext i j
    fin_cases i <;> fin_cases j <;> simp [swapX]
  have hQ : siteQᴴ * siteQ = 1 := by
    ext i j
    fin_cases i
    fin_cases j
    simp [siteQ, Matrix.mul_apply, Fin.sum_univ_succ]
  have h := trace_dvr_le hV.convexOn hX hQ
  refine ⟨hX, hQ, lt_of_le_of_ne h.1 fun he => ?_⟩
  -- position moves the basis vector out of its own span
  have e := congrFun (congrFun ((h.2 hV).1 he) 1) 0
  simp [swapX, siteQ, Matrix.mul_apply, Fin.sum_univ_succ] at e

end

end DVRConvexPotential
```

```lean
#print axioms DVRConvexPotential.sum_dvr_levels_le
```

```
'DVRConvexPotential.sum_dvr_levels_le' depends on axioms: [propext, Classical.choice, Quot.sound]
```
